# The Poisson–Boltzmann functional bounds the mean-field ion free energy from below on a finite grid

A charged electrode or molecule in a salt solution attracts ions of the opposite charge and repels the others. Two costs compete: the Coulomb energy of the fixed charge and the ions together, and the free energy needed to shift the ions away from their bulk concentrations. The equilibrium can be sought by varying the ion amounts, or by varying an electrostatic potential. In a mean-field model of point-like monovalent ions, with a positive definite discrete Poisson operator, positive reference amounts and nonnegative ion amounts, every trial potential gives a lower bound on the free energy of every ion distribution. The two values agree exactly when Poisson's equation and both Boltzmann laws hold.

## Ions and potentials in finitely many cells

Divide the solution into cells labelled by $i$. Charge is measured in elementary charges, energy in $kT$, and $\psi_i$ is the electrostatic energy of a unit positive charge divided by $kT$. The fixed charge is $b_i$, the cation and anion amounts are $p_i$ and $n_i$, and the total charge is $\rho=b+p-n$. The matrix $A$ is the discrete Poisson operator in these units, so the potential of $\rho$ solves $A\psi=\rho$.

In Lean, the finite type `ι` labels the cells and a function `ι → ℝ` holds one number per cell. The symbols `⬝ᵥ` and `*ᵥ` are the dot product and the matrix-vector product.

```lean
import Mathlib

open Matrix

namespace PoissonBoltzmannDuality

noncomputable section

variable {ι : Type*} [Fintype ι]
```

An ion species with exponent $y_i$ has the Boltzmann amount $c_i e^{y_i}$, where $c_i$ is the amount found at $y_i=0$. Cations have $y=-\psi$ and anions $y=\psi$.

```lean
/-- Boltzmann distribution of an ion species with reference amounts `c` and
exponent `y` (minus the reduced energy of an ion) in each cell. -/
def boltzmann (c y : ι → ℝ) : ι → ℝ := fun i => c i * Real.exp (y i)
```

The ideal term is $\sum_i\bigl(x_i\ln(x_i/c_i)-x_i\bigr)$, with $x\ln(x/c)=0$ at $x=0$. The name `idealFreeEnergy` needs a caution: since $c_i$ carries the chemical potential of the salt reservoir, a textbook would call this a grand potential.

```lean
/-- Ideal free energy, in units of `kT`, of an ion species with amounts `x i ≥ 0`
relative to reference amounts `c i > 0`. -/
def idealFreeEnergy (c x : ι → ℝ) : ℝ :=
  ∑ i, (x i * Real.log (x i / c i) - x i)
```

Adding the Coulomb energy gives the ion free energy
$$F(p,n)=\tfrac12\,\rho\cdot A^{-1}\rho+\sum_i\Bigl(p_i\ln\tfrac{p_i}{c_i}-p_i+n_i\ln\tfrac{n_i}{c_i}-n_i\Bigr).$$

```lean
/-- Free energy of cations `p` and anions `n` around the fixed charge `b`: Coulomb energy
of the total charge plus ideal terms, for an invertible Poisson matrix `A` and `c i > 0`. -/
def ionFreeEnergy [DecidableEq ι] (A : Matrix ι ι ℝ) (b c p n : ι → ℝ) : ℝ :=
  (b + p - n) ⬝ᵥ (A⁻¹ *ᵥ (b + p - n)) / 2 + idealFreeEnergy c p + idealFreeEnergy c n
```

The functional of the potential is
$$J(\psi)=b\cdot\psi-\tfrac12\,\psi\cdot A\psi-2\sum_i c_i\cosh\psi_i .$$

```lean
/-- The Poisson-Boltzmann functional of a trial potential `ψ`. -/
def potentialFunctional (A : Matrix ι ι ℝ) (b c ψ : ι → ℝ) : ℝ :=
  b ⬝ᵥ ψ - ψ ⬝ᵥ (A *ᵥ ψ) / 2 - 2 * ∑ i, c i * Real.cosh (ψ i)
```

The model has point-like monovalent ions that interact only through the mean potential. The hypotheses describe $A$ as a matrix; that its solutions approach those of the continuum Poisson equation as the cells shrink is a separate step.

## Positive reference amounts and nonnegative ions

The condition $c_i>0$ says that the reservoir can supply both ion species to every cell. The conditions $p_i\ge0$ and $n_i\ge0$ say that amounts are amounts; empty cells are allowed.

Both enter through a bound for one species in one cell. For $x>0$ put $t=ce^y/x$, which is positive. Then $\ln t\le t-1$, with equality only at $t=1$. Since $\ln t=y-\ln(x/c)$, multiplying by $x$ gives
$$xy-x\ln(x/c)\le ce^y-x,$$
that is,
$$xy-ce^y\le x\ln(x/c)-x,$$
with equality exactly when $x=ce^y$. For $x=0$ the bound reads $-ce^y\le0$. It is strict, and $x=ce^y$ is impossible, so the equality condition still holds.

`cell_bound` states the inequality and the equality condition together. Its proof first treats $x=ce^y$, where the two sides agree. Otherwise it proves strict inequality, separately for $x=0$ and $x>0$; the second case uses `Real.log_lt_sub_one_of_pos` and the multiplication by $x$ above.

```lean
/-- In one cell with reference amount `c > 0`, the ideal free energy of an amount `x ≥ 0`
is at least `x y - c exp y`, with equality exactly at the Boltzmann amount `c exp y`. -/
theorem cell_bound {c x : ℝ} (hc : 0 < c) (hx : 0 ≤ x) (y : ℝ) :
    x * y - c * Real.exp y ≤ x * Real.log (x / c) - x ∧
      (x * y - c * Real.exp y = x * Real.log (x / c) - x ↔ x = c * Real.exp y) := by
  have hce : 0 < c * Real.exp y := mul_pos hc (Real.exp_pos y)
  by_cases hne : x = c * Real.exp y
  · have hl : Real.log (x / c) = y := by
      rw [hne, mul_div_cancel_left₀ _ hc.ne', Real.log_exp]
    rw [hl, ← hne]
    exact ⟨le_refl _, ⟨fun _ => rfl, fun _ => rfl⟩⟩
  · -- away from the Boltzmann amount the bound is strict
    have hlt : x * y - c * Real.exp y < x * Real.log (x / c) - x := by
      rcases hx.eq_or_lt with h0 | hx'
      · rw [← h0]
        simp only [zero_mul]
        linarith
      · have ht : Real.log (c * Real.exp y / x) < c * Real.exp y / x - 1 := by
          apply Real.log_lt_sub_one_of_pos (div_pos hce hx')
          intro h
          rw [div_eq_iff hx'.ne', one_mul] at h
          exact hne h.symm
        have hl : Real.log (c * Real.exp y / x) = y - Real.log (x / c) := by
          rw [Real.log_div hce.ne' hx'.ne', Real.log_mul hc.ne' (Real.exp_pos y).ne',
            Real.log_exp, Real.log_div hx'.ne' hc.ne']
          ring
        have hq : x * (c * Real.exp y / x) = c * Real.exp y :=
          mul_div_cancel₀ _ hx'.ne'
        have hm := mul_lt_mul_of_pos_left ht hx'
        rw [hl, mul_sub, mul_sub, hq, mul_one] at hm
        linarith
    exact ⟨hlt.le, ⟨fun h => absurd h hlt.ne, fun h => absurd h hne⟩⟩
```

Summing over cells gives
$$x\cdot y-\sum_i c_ie^{y_i}\le\sum_i\bigl(x_i\ln(x_i/c_i)-x_i\bigr).$$
Because every term obeys its own inequality, the sums agree only if all terms agree. `Finset.sum_eq_sum_iff_of_le` supplies this step in `ideal_bound`.

```lean
/-- For positive reference amounts, nonnegative ion amounts `x` and any exponent `y`, the ideal free
energy of a species is at least `x ⬝ᵥ y` minus the sum of the Boltzmann amounts for `y`, with
equality exactly when `x` is the Boltzmann distribution with exponent `y`. -/
theorem ideal_bound {c x : ι → ℝ} (hc : ∀ i, 0 < c i) (hx : ∀ i, 0 ≤ x i) (y : ι → ℝ) :
    x ⬝ᵥ y - ∑ i, boltzmann c y i ≤ idealFreeEnergy c x ∧
      (x ⬝ᵥ y - ∑ i, boltzmann c y i = idealFreeEnergy c x ↔ x = boltzmann c y) := by
  have hs : x ⬝ᵥ y - ∑ i, boltzmann c y i
      = ∑ i, (x i * y i - c i * Real.exp (y i)) := by
    simp only [dotProduct, boltzmann, Finset.sum_sub_distrib]
  have hle : ∀ i ∈ Finset.univ, x i * y i - c i * Real.exp (y i)
      ≤ x i * Real.log (x i / c i) - x i := fun i _ => (cell_bound (hc i) (hx i) (y i)).1
  rw [hs]
  unfold idealFreeEnergy
  refine ⟨Finset.sum_le_sum hle, ?_⟩
  rw [Finset.sum_eq_sum_iff_of_le hle]
  constructor
  · intro h
    funext i
    exact (cell_bound (hc i) (hx i) (y i)).2.mp (h i (Finset.mem_univ i))
  · intro h i _
    exact (cell_bound (hc i) (hx i) (y i)).2.mpr (congrFun h i)
```

In Lean, allowing $c=0$ breaks the cell bound: the conventions $x/0=0$ and $\ln 0=0$ make the right side $-x$, and for $x>0$ the left side $xy$ exceeds this once $y>-1$. On paper, the free energy of ions in such a cell would be infinite. The theorems assume $c_i>0$ everywhere, so they do not cover cells closed to ions, such as the interior of a molecule. For negative $x$ with $c>0$, Lean takes the logarithm of $|x/c|$; the right side is then finite, while the left side grows without limit as $y\to-\infty$.

## A positive definite Poisson matrix

Positive definiteness, `A.PosDef`, includes symmetry for a real matrix. Symmetry is the reciprocity of electrostatics: the potential at one cell due to a unit charge at another is unchanged when the two are exchanged. Positivity says that every nonzero potential carries positive field energy, as it does when a grounded boundary fixes the zero of potential.

Let $\varphi=A^{-1}\rho$ be the true potential of $\rho$. Positivity gives
$$0\le(\varphi-\psi)\cdot A(\varphi-\psi)=\varphi\cdot A\varphi-\varphi\cdot A\psi-\psi\cdot A\varphi+\psi\cdot A\psi .$$
Here $A\varphi=\rho$, and symmetry gives $\varphi\cdot A\psi=\rho\cdot\psi$. The right side is therefore $\rho\cdot\varphi-2\rho\cdot\psi+\psi\cdot A\psi$, and halving gives
$$\rho\cdot\psi-\tfrac12\psi\cdot A\psi\le\tfrac12\rho\cdot A^{-1}\rho .$$
Equality requires $\psi=\varphi$, which is the same as $A\psi=\rho$.

In `coulomb_bound`, positive definiteness is used three times: `hdet` makes $A$ invertible, `hT` records symmetry, and `hpos` is the strict positivity for $\varphi\ne\psi$. Expanding `hpos` completes the square.

```lean
variable [DecidableEq ι]

/-- For a positive definite Poisson matrix, every trial potential gives a lower bound on the
Coulomb energy of a charge `ρ`, attained exactly when the potential solves `A ψ = ρ`. -/
theorem coulomb_bound {A : Matrix ι ι ℝ} (hA : A.PosDef) (ρ ψ : ι → ℝ) :
    ρ ⬝ᵥ ψ - ψ ⬝ᵥ (A *ᵥ ψ) / 2 ≤ ρ ⬝ᵥ (A⁻¹ *ᵥ ρ) / 2 ∧
      (ρ ⬝ᵥ ψ - ψ ⬝ᵥ (A *ᵥ ψ) / 2 = ρ ⬝ᵥ (A⁻¹ *ᵥ ρ) / 2 ↔ A *ᵥ ψ = ρ) := by
  have hdet : IsUnit A.det := isUnit_iff_ne_zero.mpr hA.det_pos.ne'
  have hT : Aᵀ = A :=
    (Matrix.conjTranspose_eq_transpose_of_trivial A).symm.trans hA.isHermitian.eq
  have hφ : A *ᵥ (A⁻¹ *ᵥ ρ) = ρ := by
    rw [Matrix.mulVec_mulVec, Matrix.mul_nonsing_inv A hdet, Matrix.one_mulVec]
  have hback : A *ᵥ ψ = ρ → A⁻¹ *ᵥ ρ = ψ := by
    intro h
    rw [← h, Matrix.mulVec_mulVec, Matrix.nonsing_inv_mul A hdet, Matrix.one_mulVec]
  -- `φ` is the true potential of the charge `ρ`
  generalize A⁻¹ *ᵥ ρ = φ at hφ hback ⊢
  rcases eq_or_ne φ ψ with h | h
  · rw [← h, hφ, dotProduct_comm φ ρ]
    exact ⟨by linarith, ⟨fun _ => rfl, fun _ => by ring⟩⟩
  · have hpos := hA.dotProduct_mulVec_pos (sub_ne_zero.mpr h)
    have hsym : φ ⬝ᵥ (A *ᵥ ψ) = ρ ⬝ᵥ ψ := by
      rw [Matrix.dotProduct_mulVec, ← Matrix.mulVec_transpose, hT, hφ]
    -- complete the square around `φ`
    rw [star_trivial, Matrix.mulVec_sub, sub_dotProduct, dotProduct_sub, dotProduct_sub,
      hsym, hφ, dotProduct_comm φ ρ, dotProduct_comm ψ ρ] at hpos
    have hlt : ρ ⬝ᵥ ψ - ψ ⬝ᵥ (A *ᵥ ψ) / 2 < ρ ⬝ᵥ φ / 2 := by linarith
    exact ⟨hlt.le, ⟨fun e => absurd e hlt.ne, fun e => absurd (hback e) h⟩⟩
```

Positive semidefiniteness is not enough. In a periodic cell a constant potential has no field energy. If the total charge is not zero, adding a constant of the right sign to $\psi$ raises the left side of the Coulomb bound without limit, so no finite Coulomb energy can satisfy it.

## A trial potential free of conditions

Nothing is assumed about $\psi$ in the duality itself. Take the Coulomb bound for $\rho=b+p-n$, the ideal bound for cations with $y=-\psi$, and the ideal bound for anions with $y=\psi$. The sum of their left sides is
$$(b+p-n)\cdot\psi-\tfrac12\psi\cdot A\psi-p\cdot\psi+n\cdot\psi-\sum_i c_i\bigl(e^{-\psi_i}+e^{\psi_i}\bigr)=J(\psi),$$
because the terms with $p\cdot\psi$ and $n\cdot\psi$ cancel. The right sides add to $F(p,n)$, so $J(\psi)\le F(p,n)$. The total gap is a sum of three nonnegative gaps and vanishes only if each one does:
$$A\psi=b+p-n,\qquad p_i=c_ie^{-\psi_i},\qquad n_i=c_ie^{\psi_i}.$$

`double_layer_duality` follows this addition. The facts `hcosh`, `hρ` and `hneg` rewrite the sums, and the line `rw [← e2, ← p2, ← n2]` turns the three physical conditions into three equalities of numbers, which `linarith` can handle.

```lean
/-- Duality for the double layer: for positive definite `A`, positive reference amounts and
nonnegative ion amounts, the ion free energy is at least the Poisson-Boltzmann functional of
any potential, with equality exactly when Poisson's equation and both Boltzmann laws hold. -/
theorem double_layer_duality {A : Matrix ι ι ℝ} (hA : A.PosDef) (b : ι → ℝ)
    {c p n : ι → ℝ} (hc : ∀ i, 0 < c i) (hp : ∀ i, 0 ≤ p i) (hn : ∀ i, 0 ≤ n i)
    (ψ : ι → ℝ) :
    potentialFunctional A b c ψ ≤ ionFreeEnergy A b c p n ∧
      (potentialFunctional A b c ψ = ionFreeEnergy A b c p n ↔
        A *ᵥ ψ = b + p - n ∧ p = boltzmann c (-ψ) ∧ n = boltzmann c ψ) := by
  obtain ⟨e1, e2⟩ := coulomb_bound hA (b + p - n) ψ
  obtain ⟨p1, p2⟩ := ideal_bound hc hp (-ψ)
  obtain ⟨n1, n2⟩ := ideal_bound hc hn ψ
  have hcosh : 2 * ∑ i, c i * Real.cosh (ψ i)
      = ∑ i, boltzmann c (-ψ) i + ∑ i, boltzmann c ψ i := by
    rw [Finset.mul_sum, ← Finset.sum_add_distrib]
    refine Finset.sum_congr rfl fun i _ => ?_
    simp only [boltzmann, Pi.neg_apply, Real.cosh_eq]
    ring
  have hρ : (b + p - n) ⬝ᵥ ψ = b ⬝ᵥ ψ + p ⬝ᵥ ψ - n ⬝ᵥ ψ := by
    rw [sub_dotProduct, add_dotProduct]
  have hneg : p ⬝ᵥ (-ψ) = -(p ⬝ᵥ ψ) := dotProduct_neg p ψ
  -- the mobile-charge terms cancel when the three bounds are added
  rw [← e2, ← p2, ← n2]
  unfold potentialFunctional ionFreeEnergy
  refine ⟨by linarith, fun h => ⟨by linarith, by linarith, by linarith⟩, ?_⟩
  rintro ⟨h1, h2, h3⟩
  linarith
```

In continuum-electrolyte models coupled to electronic-structure calculations, $b$ can stand for the solute charge at one step. Within this mean-field model on a finite grid, and with $c_i>0$ in every cell, $F(p,n)-J(\psi)$ then limits how far the ion free energy can lie above its minimum, even if neither $\psi$ nor the ions have converged.

## A potential that solves the Poisson–Boltzmann equation

Inserting the Boltzmann amounts satisfies two of the three equality conditions. The third becomes $A\psi=b+ce^{-\psi}-ce^{\psi}$ in each cell, or
$$(A\psi)_i+2c_i\sinh\psi_i=b_i .$$
`gap_closes_iff` states that the gap closes for these ions exactly when this equation holds. Its proof writes $\sinh$ in exponentials and compares the two equations cell by cell.

```lean
/-- For positive definite `A` and positive reference amounts, the Boltzmann ions of a
potential close the duality gap exactly when the potential solves the discrete
Poisson-Boltzmann equation. -/
theorem gap_closes_iff {A : Matrix ι ι ℝ} (hA : A.PosDef) (b : ι → ℝ) {c : ι → ℝ}
    (hc : ∀ i, 0 < c i) (ψ : ι → ℝ) :
    potentialFunctional A b c ψ
        = ionFreeEnergy A b c (boltzmann c (-ψ)) (boltzmann c ψ) ↔
      ∀ i, (A *ᵥ ψ) i + 2 * c i * Real.sinh (ψ i) = b i := by
  have hB : ∀ y : ι → ℝ, ∀ i, 0 ≤ boltzmann c y i :=
    fun y i => (mul_pos (hc i) (Real.exp_pos (y i))).le
  rw [(double_layer_duality hA b hc (hB (-ψ)) (hB ψ) ψ).2]
  constructor
  · rintro ⟨h, -, -⟩ i
    have hi := congrFun h i
    simp only [Pi.add_apply, Pi.sub_apply, boltzmann, Pi.neg_apply] at hi
    rw [hi, Real.sinh_eq]
    ring
  · intro h
    refine ⟨funext fun i => ?_, rfl, rfl⟩
    have hi := h i
    rw [Real.sinh_eq] at hi
    simp only [Pi.add_apply, Pi.sub_apply, boltzmann, Pi.neg_apply]
    linarith
```

The last theorem assumes such a solution as `hψ`; it does not assert that one exists. Physically, the potential is consistent with the ions that it attracts and repels. Write $p^*$ and $n^*$ for its Boltzmann ions. Then $F(p^*,n^*)=J(\psi)\le F(p,n)$ for all nonnegative $p$ and $n$, and equality forces $p=p^*$ and $n=n^*$. In `boltzmann_ions_minimize`, `h0` is the closed gap and `h2` the equality condition of the duality.

```lean
/-- For positive definite `A` and positive reference amounts, the Boltzmann ions of a solution
of the discrete Poisson-Boltzmann equation have the lowest free energy among all nonnegative
ion distributions, and no other such distribution reaches it. -/
theorem boltzmann_ions_minimize {A : Matrix ι ι ℝ} (hA : A.PosDef) {b c p n ψ : ι → ℝ}
    (hc : ∀ i, 0 < c i) (hp : ∀ i, 0 ≤ p i) (hn : ∀ i, 0 ≤ n i)
    (hψ : ∀ i, (A *ᵥ ψ) i + 2 * c i * Real.sinh (ψ i) = b i) :
    ionFreeEnergy A b c (boltzmann c (-ψ)) (boltzmann c ψ) ≤ ionFreeEnergy A b c p n ∧
      (ionFreeEnergy A b c (boltzmann c (-ψ)) (boltzmann c ψ) = ionFreeEnergy A b c p n ↔
        p = boltzmann c (-ψ) ∧ n = boltzmann c ψ) := by
  have h0 := (gap_closes_iff hA b hc ψ).mpr hψ
  obtain ⟨h1, h2⟩ := double_layer_duality hA b hc hp hn ψ
  refine ⟨h0 ▸ h1, fun h => (h2.mp (h0.trans h)).2, ?_⟩
  rintro ⟨hp', hn'⟩
  rw [hp', hn']

end

end PoissonBoltzmannDuality
```

For an arbitrary $\psi$ the conclusion fails. Take one cell with $A=c=1$ and $b=0$. The Boltzmann ions of $\psi=1$ have $F\approx2.03$, whereas $p=n=1$ gives $F=-2$.

## One cell, without and with fixed charge

When $b=0$, the potential $\psi=0$ solves the equation for any number of cells. The minimizing ions are then $p=n=c$, with $F=-2\sum_i c_i$: in this model, no double layer forms without fixed charge.

Now take one cell with $A=c=1$ and $b=\ln2+\tfrac32\approx2.193$. Since $\sinh(\ln2)=\tfrac34$, the solution is $\psi=\ln2$, with $p=\tfrac12$ and $n=2$. The total charge is $b+\tfrac12-2=\ln2$, as Poisson's equation requires. Both functionals give
$$F=J=\tfrac12(\ln2)^2+\tfrac32\ln2-\tfrac52\approx-1.220 .$$
The trial potential $\psi=0$ gives the lower value $J=-2$. Ions that do not respond to the charge, $p=n=1$, give the higher value $F=b^2/2-2\approx0.405$. These two crude guesses already enclose the minimum.

```lean
#print axioms PoissonBoltzmannDuality.boltzmann_ions_minimize
```

```
'PoissonBoltzmannDuality.boltzmann_ions_minimize' depends on axioms: [propext, Classical.choice, Quot.sound]
```
